# The Upper-Band-Edge Eigenvalue Criterion for a Terminated Recursion Chain

Take one site of energy $t$ and attach to it a semi-infinite uniform chain with on-site energy $a$ and hopping $b\ge 0$, the first bond included. Let a state have real amplitudes $\varphi_0$ on the site, $\varphi_1,\dots,\varphi_N$ on the first $N$ chain sites, and zero beyond. The top of the chain's band is $a+2b$, and completing squares bond by bond gives

$$(a+2b)\,\|\varphi\|^2-E(\varphi)=(a+b-t)\,\varphi_0^2+b\Big[\sum_{k=0}^{N-1}(\varphi_k-\varphi_{k+1})^2+\varphi_N^2\Big],$$

where $E(\varphi)=t\varphi_0^2+\sum_{k=0}^{N-1}\big(a\varphi_{k+1}^2+2b\varphi_k\varphi_{k+1}\big)$ is the energy quadratic form, with Hamiltonian matrix element $+b$ on each bond, so that $E/\|\varphi\|^2$ is the mean energy. If $t-a\le b$, the right side is never negative. If $t-a>b$, a slowly decaying tail makes the bracket as small as we like, and the mean energy rises above the band top. The threshold is $t-a=b$.

## From one end site to a recursion matrix

Replace the single site by sites $0,\dots,n$ with a real symmetric Hamiltonian $T$. Let $u$ be the basis vector of site $n$, where the tail is attached, and let $D=\mathrm{diag}(2,\dots,2,1)$; for $n=0$ this is $D=(1)$. Define

$$M=(a+2b)1-T-b\,uu^T,\qquad S=D^{-1/2}(T-a1)D^{-1/2}.$$

The claim is that $M$ is positive semidefinite if and only if $b\ge\lambda_{\max}(S)$.

Since $2\cdot 1-uu^T=D$, we have $M=bD-(T-a1)$, and therefore
$$D^{-1/2}MD^{-1/2}=b1-S.$$
Congruence with an invertible matrix preserves positive semidefiniteness in both directions. The eigenvalues of $b1-S$ are $b-\lambda$, with $\lambda$ running over those of $S$, and all are nonnegative exactly when $\lambda_{\max}(S)\le b$. The sign of $b$ plays no role here.

For the chain, let $x$ be the amplitudes on the recursion sites and set $\varphi_0=x_n$. Each tail site contributes to $(a+2b)\|\cdot\|^2-E$ the amount
$$2b\varphi_{k+1}^2-2b\varphi_k\varphi_{k+1}=b(\varphi_k-\varphi_{k+1})^2+b(\varphi_{k+1}^2-\varphi_k^2).$$
The last term telescopes to $b\varphi_N^2-bx_n^2$, and $-bx_n^2$ completes the edge form $x^TMx$:
$$(a+2b)\|\cdot\|^2-E=x^TMx+b\Big[\sum_{k=0}^{N-1}(\varphi_k-\varphi_{k+1})^2+\varphi_N^2\Big].$$

For $b\ge0$, a nonnegative edge form thus bounds every mean energy by $a+2b$. Conversely, suppose $x^TMx<0$ and take $\varphi_k=x_n\big(1-k/(N+1)\big)$. The bracket equals $x_n^2/(N+1)$, so a large enough $N$ makes the whole expression negative.

## The matrices and the chain in Lean

```lean
import Mathlib

open Matrix Finset

namespace BeerPettiforTerminator

noncomputable section

variable {n : ℕ}
```

The index type `Fin (n + 1)` guarantees at least one recursion site, and `Fin.last n` is the junction.

```lean
/-- The diagonal of D: weight 2 on every recursion site except the last, which has weight 1. -/
def edgeWeight (i : Fin (n + 1)) : ℝ := if i = Fin.last n then 1 else 2

/-- The matrix D^(-1/2). -/
def invSqrtD (n : ℕ) : Matrix (Fin (n + 1)) (Fin (n + 1)) ℝ :=
  diagonal fun i => (√(edgeWeight i))⁻¹

/-- The scaled recursion Hamiltonian D^(-1/2) (T - a) D^(-1/2). -/
def scaledHamiltonian (T : Matrix (Fin (n + 1)) (Fin (n + 1)) ℝ) (a : ℝ) :
    Matrix (Fin (n + 1)) (Fin (n + 1)) ℝ :=
  invSqrtD n * (T - a • (1 : Matrix (Fin (n + 1)) (Fin (n + 1)) ℝ)) * invSqrtD n

/-- The matrix (a + 2b) - T - b u uᵀ, where u is the basis vector of the last site. -/
def edgeMatrix (T : Matrix (Fin (n + 1)) (Fin (n + 1)) ℝ) (a b : ℝ) :
    Matrix (Fin (n + 1)) (Fin (n + 1)) ℝ :=
  (a + 2 * b) • (1 : Matrix (Fin (n + 1)) (Fin (n + 1)) ℝ) - T
    - b • vecMulVec (Pi.single (Fin.last n) 1) (Pi.single (Fin.last n) 1)
```

These are $D$, $D^{-1/2}$, $S$ and $M$. Nothing requires $T$ to be tridiagonal.

```lean
/-- The largest eigenvalue of a real symmetric matrix. -/
def largestEigenvalue {S : Matrix (Fin (n + 1)) (Fin (n + 1)) ℝ} (hS : S.IsHermitian) : ℝ :=
  univ.sup' univ_nonempty hS.eigenvalues
```

The largest eigenvalue is the maximum of Mathlib's finite list of eigenvalues, which is available once the matrix is known to be Hermitian; over the reals that means symmetric.

```lean
/-- Energy of a state with amplitudes x on the recursion sites and φ 1, ..., φ N on a uniform
tail with on-site energy a and hopping b; φ 0 is the amplitude at the junction. -/
def chainEnergy (T : Matrix (Fin (n + 1)) (Fin (n + 1)) ℝ) (a b : ℝ) (N : ℕ)
    (x : Fin (n + 1) → ℝ) (φ : ℕ → ℝ) : ℝ :=
  x ⬝ᵥ T *ᵥ x + ∑ k ∈ range N, (a * φ (k + 1) ^ 2 + 2 * b * (φ k * φ (k + 1)))

/-- Squared norm of a state on the recursion sites and the first N tail sites. -/
def chainNormSq (N : ℕ) (x : Fin (n + 1) → ℝ) (φ : ℕ → ℝ) : ℝ :=
  x ⬝ᵥ x + ∑ k ∈ range N, φ (k + 1) ^ 2

/-- No finitely extended state with real amplitudes on the terminated chain has mean energy above a
+ 2b. -/
def BoundedByBandTop (T : Matrix (Fin (n + 1)) (Fin (n + 1)) ℝ) (a b : ℝ) : Prop :=
  ∀ (N : ℕ) (x : Fin (n + 1) → ℝ) (φ : ℕ → ℝ), φ 0 = x (Fin.last n) →
    chainEnergy T a b N x φ ≤ (a + 2 * b) * chainNormSq N x φ
```

Energy and squared norm are finite sums for an unnormalised state, so the inequality in `BoundedByBandTop` says, for nonzero states, that the mean energy is at most $a+2b$. The condition `φ 0 = x (Fin.last n)` identifies the two names for the junction amplitude. The definition concerns trial states of finite extent with real amplitudes. For symmetric $T$ the bound extends to complex amplitudes, because the energy and the squared norm are then sums of the values for the real and imaginary parts. The definition constructs neither an operator on the infinite chain nor a density of states.

## The scaled matrix and its spectrum

```lean
/-- The scaled Hamiltonian of a real symmetric T is real symmetric. -/
theorem scaled_isHermitian {T : Matrix (Fin (n + 1)) (Fin (n + 1)) ℝ}
    (hT : T.IsHermitian) (a : ℝ) : (scaledHamiltonian T a).IsHermitian := by
  have hR : (invSqrtD n)ᴴ = invSqrtD n := by simp [invSqrtD]
  unfold Matrix.IsHermitian
  rw [scaledHamiltonian, conjTranspose_mul, conjTranspose_mul, hR, conjTranspose_sub, hT.eq,
    conjTranspose_smul, conjTranspose_one, star_trivial, mul_assoc]

/-- The edge matrix equals b D - (T - a). -/
theorem edgeMatrix_eq (T : Matrix (Fin (n + 1)) (Fin (n + 1)) ℝ) (a b : ℝ) :
    edgeMatrix T a b = b • diagonal edgeWeight
      - (T - a • (1 : Matrix (Fin (n + 1)) (Fin (n + 1)) ℝ)) := by
  ext i j
  by_cases hij : i = j
  · subst hij
    by_cases hi : i = Fin.last n <;>
      simp [edgeMatrix, edgeWeight, vecMulVec_apply, hi] <;> ring
  · by_cases hi : i = Fin.last n
    · have hj : j ≠ Fin.last n := fun h => hij (hi.trans h.symm)
      simp [edgeMatrix, vecMulVec_apply, Pi.single_apply, hij, hj]
    · simp [edgeMatrix, vecMulVec_apply, Pi.single_apply, hij, hi]
```

The second lemma is $M=bD-(T-a1)$, checked entry by entry, with the last site treated separately.

```lean
/-- For real symmetric S, the matrix b - S is positive semidefinite exactly when the largest
eigenvalue of S is at most b. -/
theorem shift_posSemidef_iff {S : Matrix (Fin (n + 1)) (Fin (n + 1)) ℝ}
    (hS : S.IsHermitian) (b : ℝ) :
    (b • (1 : Matrix (Fin (n + 1)) (Fin (n + 1)) ℝ) - S).PosSemidef ↔
      largestEigenvalue hS ≤ b := by
  have hB : (b • (1 : Matrix (Fin (n + 1)) (Fin (n + 1)) ℝ) - S).IsHermitian := by
    unfold Matrix.IsHermitian
    rw [conjTranspose_sub, hS.eq, conjTranspose_smul, conjTranspose_one, star_trivial]
  -- the spectrum of b - S is the reflected spectrum of S
  have key : ∀ μ : ℝ, b - μ ∈ spectrum ℝ (b • (1 : Matrix (Fin (n + 1)) (Fin (n + 1)) ℝ) - S)
      ↔ μ ∈ spectrum ℝ S := by
    intro μ
    have e : algebraMap ℝ (Matrix (Fin (n + 1)) (Fin (n + 1)) ℝ) (b - μ)
        - (b • (1 : Matrix (Fin (n + 1)) (Fin (n + 1)) ℝ) - S)
        = -(algebraMap ℝ (Matrix (Fin (n + 1)) (Fin (n + 1)) ℝ) μ - S) := by
      simp only [Algebra.algebraMap_eq_smul_one, sub_smul]
      abel
    rw [spectrum.mem_iff, spectrum.mem_iff, e, IsUnit.neg_iff]
  rw [hB.spectrum_real_eq_range_eigenvalues, hS.spectrum_real_eq_range_eigenvalues] at key
  rw [hB.posSemidef_iff_eigenvalues_nonneg, largestEigenvalue, Finset.sup'_le_iff]
  constructor
  · intro h i _
    obtain ⟨j, hj⟩ := (key (hS.eigenvalues i)).2 ⟨i, rfl⟩
    have h0 : 0 ≤ hB.eigenvalues j := h j
    linarith
  · intro h i
    obtain ⟨j, hj⟩ := (key (b - hB.eigenvalues i)).1 ⟨i, by ring⟩
    have h0 := h j (mem_univ j)
    change 0 ≤ hB.eigenvalues i
    linarith
```

The proof turns on how this lemma compares eigenvalues. Mathlib supplies one indexed family for $S$ and another for $b1-S$, and the proof does not pair them index by index. It passes instead to the spectrum, the set of $\mu$ for which $\mu1-S$ is not invertible. Because
$$(b-\mu)1-(b1-S)=-(\mu1-S),$$
and negation preserves invertibility, $b-\mu$ lies in one spectrum exactly when $\mu$ lies in the other. Then `spectrum_real_eq_range_eigenvalues` turns both sets back into ranges of eigenvalues, and each direction only has to pick a matching index.

```lean
/-- For real symmetric T, the matrix (a + 2b) - T - b u uᵀ is positive semidefinite exactly when b
is at least the largest eigenvalue of D^(-1/2) (T - a) D^(-1/2). -/
theorem edge_posSemidef_iff {T : Matrix (Fin (n + 1)) (Fin (n + 1)) ℝ}
    (hT : T.IsHermitian) (a b : ℝ) :
    (edgeMatrix T a b).PosSemidef ↔ largestEigenvalue (scaled_isHermitian hT a) ≤ b := by
  have hs : ∀ i : Fin (n + 1), √(edgeWeight i) ≠ 0 ∧
      √(edgeWeight i) * √(edgeWeight i) = edgeWeight i := by
    intro i
    have hd : 0 < edgeWeight i := by unfold edgeWeight; split_ifs <;> norm_num
    exact ⟨(Real.sqrt_pos.2 hd).ne', Real.mul_self_sqrt hd.le⟩
  have key : ∀ s e : ℝ, s ≠ 0 → s * s = e → s⁻¹ * e * s⁻¹ = 1 := by
    intro s e h0 h
    rw [← h]
    field_simp
  have hRDR : invSqrtD n * diagonal edgeWeight * invSqrtD n = 1 := by
    rw [invSqrtD, diagonal_mul_diagonal, diagonal_mul_diagonal, ← diagonal_one]
    congr 1
    funext i
    exact key _ _ (hs i).1 (hs i).2
  -- congruence with D^(-1/2) turns the edge matrix into b - S
  have hc : invSqrtD n * edgeMatrix T a b * invSqrtD n
      = b • (1 : Matrix (Fin (n + 1)) (Fin (n + 1)) ℝ) - scaledHamiltonian T a := by
    rw [edgeMatrix_eq, mul_sub, sub_mul, mul_smul_comm, smul_mul_assoc, hRDR, scaledHamiltonian]
  have hR : (invSqrtD n)ᴴ = invSqrtD n := by simp [invSqrtD]
  rw [← shift_posSemidef_iff, ← hc]
  constructor
  · intro h
    have h1 := h.conjTranspose_mul_mul_same (invSqrtD n)
    rwa [hR] at h1
  · intro h
    -- undo the congruence with D^(1/2) = D D^(-1/2) = D^(-1/2) D
    have hl : (diagonal edgeWeight * invSqrtD n) * invSqrtD n = 1 :=
      mul_eq_one_comm.1 (by rw [← mul_assoc]; exact hRDR)
    have hr : invSqrtD n * (invSqrtD n * diagonal edgeWeight) = 1 :=
      mul_eq_one_comm.1 hRDR
    have h1 := h.conjTranspose_mul_mul_same (invSqrtD n * diagonal edgeWeight)
    have hD : (diagonal (edgeWeight (n := n)))ᴴ = diagonal edgeWeight := by
      simp
    rw [conjTranspose_mul, hR, hD] at h1
    have e : diagonal edgeWeight * invSqrtD n * (invSqrtD n * edgeMatrix T a b * invSqrtD n)
        * (invSqrtD n * diagonal edgeWeight) = edgeMatrix T a b := by
      calc _ = (diagonal edgeWeight * invSqrtD n * invSqrtD n) * edgeMatrix T a b
            * (invSqrtD n * (invSqrtD n * diagonal edgeWeight)) := by simp only [mul_assoc]
        _ = _ := by rw [hl, hr, one_mul, mul_one]
    rwa [e] at h1
```

This is the matrix criterion, for any real $a$ and $b$. The forward direction applies the congruence with $D^{-1/2}$; the reverse undoes it with $D^{1/2}$, written as a product of $D$ and $D^{-1/2}$.

## The tail and the band top

```lean
/-- The quadratic form of the edge matrix, written out. -/
theorem edge_form (T : Matrix (Fin (n + 1)) (Fin (n + 1)) ℝ) (a b : ℝ) (x : Fin (n + 1) → ℝ) :
    x ⬝ᵥ edgeMatrix T a b *ᵥ x
      = (a + 2 * b) * (x ⬝ᵥ x) - x ⬝ᵥ T *ᵥ x - b * x (Fin.last n) ^ 2 := by
  have h : vecMulVec (Pi.single (Fin.last n) (1 : ℝ)) (Pi.single (Fin.last n) 1) *ᵥ x
      = x (Fin.last n) • Pi.single (Fin.last n) (1 : ℝ) := by
    ext i
    by_cases hi : i = Fin.last n <;>
      simp [Matrix.mulVec, dotProduct, vecMulVec_apply, Pi.single_apply, hi]
  simp only [edgeMatrix, sub_mulVec, smul_mulVec, one_mulVec, h, dotProduct_sub,
    dotProduct_smul, smul_eq_mul, dotProduct_single, mul_one]
  ring

/-- When φ 0 is the junction amplitude, (a + 2b) times the squared norm minus the energy equals the
edge form plus b times a sum of squares along the tail. -/
theorem chain_identity (T : Matrix (Fin (n + 1)) (Fin (n + 1)) ℝ) (a b : ℝ) (N : ℕ)
    (x : Fin (n + 1) → ℝ) (φ : ℕ → ℝ) (h0 : φ 0 = x (Fin.last n)) :
    (a + 2 * b) * chainNormSq N x φ - chainEnergy T a b N x φ
      = x ⬝ᵥ edgeMatrix T a b *ᵥ x
        + b * (∑ k ∈ range N, (φ k - φ (k + 1)) ^ 2 + φ N ^ 2) := by
  rw [edge_form, ← h0]
  simp only [chainNormSq, chainEnergy]
  induction N with
  | zero => simp only [range_zero, sum_empty]; ring
  | succ N ih =>
    simp only [sum_range_succ]
    linear_combination ih
```

The identity is proved by induction on the tail length: each new site adds one instance of the telescoping step.

```lean
/-- For b ≥ 0, the terminated chain is bounded by its band top exactly when the edge form is
nonnegative on the recursion sites. -/
theorem bounded_iff_edge_form (T : Matrix (Fin (n + 1)) (Fin (n + 1)) ℝ) (a : ℝ) {b : ℝ}
    (hb : 0 ≤ b) :
    BoundedByBandTop T a b ↔ ∀ x, 0 ≤ x ⬝ᵥ edgeMatrix T a b *ᵥ x := by
  constructor
  · intro h x
    by_contra hq
    push Not at hq
    obtain ⟨N, hN⟩ := exists_nat_gt (b * x (Fin.last n) ^ 2 / -(x ⬝ᵥ edgeMatrix T a b *ᵥ x))
    rw [div_lt_iff₀ (by linarith)] at hN
    have hp : (0 : ℝ) < N + 1 := by positivity
    -- trial state: the tail amplitude decays linearly to zero
    let φ : ℕ → ℝ := fun k => x (Fin.last n) * (1 - k / (N + 1))
    have h0 : φ 0 = x (Fin.last n) := by simp [φ]
    have hd : ∀ k, φ k - φ (k + 1) = x (Fin.last n) / (N + 1) := by
      intro k
      simp only [φ]
      push_cast
      ring
    have hl : φ N = x (Fin.last n) / (N + 1) := by
      simp only [φ]
      field_simp
      ring
    have hi := chain_identity T a b N x φ h0
    have hle := h N x φ h0
    simp only [hd, hl, sum_const, card_range, nsmul_eq_mul] at hi
    have hs : (N : ℝ) * (x (Fin.last n) / (N + 1)) ^ 2 + (x (Fin.last n) / (N + 1)) ^ 2
        = x (Fin.last n) ^ 2 / (N + 1) := by
      field_simp
    rw [hs, ← mul_div_assoc] at hi
    have hlt : b * x (Fin.last n) ^ 2 / (N + 1) < -(x ⬝ᵥ edgeMatrix T a b *ᵥ x) := by
      rw [div_lt_iff₀ hp]
      nlinarith
    linarith
  · intro h N x φ h0
    have hi := chain_identity T a b N x φ h0
    have hs : 0 ≤ b * (∑ k ∈ range N, (φ k - φ (k + 1)) ^ 2 + φ N ^ 2) := by positivity
    linarith [h x]
```

The contradiction argument picks $N$ from the size of the negative edge form and inserts the linearly decaying tail. The hypothesis `0 ≤ b` fixes the hopping sign for which $a+2b$ is the upper band edge, approached by slowly varying in-phase amplitudes.

```lean
/-- Beer-Pettifor criterion at the upper band edge: for real symmetric T and b ≥ 0, no finitely
extended state with real amplitudes on the terminated chain has mean energy above a + 2b exactly
when b is at least the largest eigenvalue of D^(-1/2) (T - a) D^(-1/2). -/
theorem beer_pettifor_criterion {T : Matrix (Fin (n + 1)) (Fin (n + 1)) ℝ}
    (hT : T.IsHermitian) (a : ℝ) {b : ℝ} (hb : 0 ≤ b) :
    BoundedByBandTop T a b ↔ largestEigenvalue (scaled_isHermitian hT a) ≤ b := by
  rw [bounded_iff_edge_form T a hb, ← edge_posSemidef_iff hT]
  have hM : (edgeMatrix T a b).IsHermitian := by
    unfold Matrix.IsHermitian
    rw [edgeMatrix_eq]
    simp [diagonal_conjTranspose]
    simpa using hT.eq
  constructor
  · intro h
    exact PosSemidef.of_dotProduct_mulVec_nonneg hM fun x => by simpa using h x
  · intro h x
    simpa using h.dotProduct_mulVec_nonneg x
```

The two equivalences are joined here, after checking that $M$ is symmetric. The Beer–Pettifor prescription also selects $a$, seeking the narrowest band that leaves no state split off at either edge; this theorem takes $a$ as given and treats the upper edge.

```lean
/-- A uniform chain with b ≥ 0 whose end site has energy t is bounded by its band top exactly
when t - a ≤ b. -/
theorem end_site_criterion (t a : ℝ) {b : ℝ} (hb : 0 ≤ b) :
    BoundedByBandTop (n := 0) (diagonal fun _ => t) a b ↔ t - a ≤ b := by
  have hf : ∀ x : Fin (0 + 1) → ℝ,
      x ⬝ᵥ edgeMatrix (n := 0) (diagonal fun _ => t) a b *ᵥ x = (a + b - t) * x 0 ^ 2 := by
    intro x
    rw [edge_form]
    simp [dotProduct, mulVec_diagonal]
    ring
  rw [bounded_iff_edge_form _ a hb]
  constructor
  · intro h
    have h1 := h fun _ => 1
    rw [hf] at h1
    linarith
  · intro h x
    rw [hf]
    exact mul_nonneg (by linarith) (sq_nonneg _)

end

end BeerPettiforTerminator
```

The opening example returns as $n=0$, where the edge form is $(a+b-t)x_0^2$ and the test vector $x_0=1$ gives the threshold.

```lean
#print axioms BeerPettiforTerminator.beer_pettifor_criterion
#print axioms BeerPettiforTerminator.end_site_criterion
```

```
'BeerPettiforTerminator.beer_pettifor_criterion' depends on axioms: [propext, Classical.choice, Quot.sound]
'BeerPettiforTerminator.end_site_criterion' depends on axioms: [propext, Classical.choice, Quot.sound]
```

## Computing the terminator from recursion coefficients

In tight-binding electronic structure, the criterion tells us when a uniform tail is wide enough at its upper edge for a finite, non-interacting recursion chain. With recursion energies $a_0,\dots,a_n$ and hoppings $b_1,\dots,b_n$, the matrix $S$ is tridiagonal. Its diagonal entries are $(a_i-a)/2$, except for the last, $a_n-a$. Its off-diagonal entries are $b_i/2$, except for the last, $b_n/\sqrt2$, when $n\ge1$. A symmetric tridiagonal eigensolver then returns the smallest admissible $b\ge0$ at the upper edge as $\max(0,\lambda_{\max}(S))$.

Flipping the sign of the Hamiltonian and of alternate tail amplitudes gives the lower-edge condition $b\ge-\lambda_{\min}(S)$, an argument by hand that the Lean file does not contain. A code can then minimise the larger of $\lambda_{\max}(S)$ and $-\lambda_{\min}(S)$ over $a$, a convex problem in one variable.
